# A polynomial filter of degree at most n, bounded by 1 on a spectral window, has modulus at most T_n(|E − c|/r) at an energy E outside it

Suppose the unwanted eigenvalues of a Hamiltonian H lie in a window with centre c and half-width r, and a wanted eigenvalue E lies outside. Applying a polynomial filter p(H) to a trial vector multiplies its component along an eigenvector by the value of p at that eigenvalue. If |p| ≤ 1 on the window, how large can |p(E)| be when the degree is at most n?

The answer is T_n(|E − c|/r), where T_n is the Chebyshev polynomial of degree n. For Chebyshev-filtered subspace iteration in electronic structure, this limits the gain over the unwanted components that one filter application of degree at most n can guarantee when only their window is known, for a fixed H and an exact eigenvector. For particular unwanted eigenvalues inside the window the actual gain can be larger.

## The bound by interpolation

Take first the window [−1, 1] and a point y ≥ 1. The Chebyshev polynomials satisfy

T_0(x) = 1, T_1(x) = x, T_{n+2}(x) = 2x T_{n+1}(x) − T_n(x).

By induction, deg T_n ≤ n. The identity cos((n+2)θ) + cos(nθ) = 2 cos θ cos((n+1)θ) gives, again by induction,

T_n(cos θ) = cos(nθ).

For n ≥ 1 let x_k = cos(kπ/n) with k = 0, …, n; for n = 0 take the single node x_0 = 1. The nodes decrease strictly with k, and T_n(x_k) = (−1)^k. Define the Lagrange basis polynomials

L_i(y) = ∏_{j≠i} (y − x_j)/(x_i − x_j).

For y ≥ 1 no numerator is negative, and exactly the i denominators with j < i are negative. Hence |L_i(y)| = (−1)^i L_i(y). If deg p ≤ n and |p(x_i)| ≤ M at every node, then

|p(y)| = |Σ_i p(x_i) L_i(y)| ≤ M Σ_i (−1)^i L_i(y) = M Σ_i T_n(x_i) L_i(y) = M T_n(y).

For a general window, choose s = ±1 with s|E − c| = E − c, and apply this to q(t) = p(s r t + c) at t = |E − c|/r, where q(t) = p(E). For t in [−1, 1] the argument s r t + c stays in the window, so |q(t)| ≤ M there.

The code begins with the ingredients that involve no filter: the nodes, the recurrence, the degree, the cosine formula and the ordering of the nodes. `Chebyshev.T ℝ n` is T_n, and `node n k` is x_k; for n = 0 the formula in the code gives the node 1 because Lean sets division by zero equal to zero. The two inductions use `T_step`, while `node_lt` uses the fact that cosine decreases on [0, π].

```lean
import Mathlib

open Polynomial

namespace ChebyshevExtremalGrowth

/-- The extremal nodes `cos (k π / n)` of the Chebyshev polynomial of degree `n ≥ 1`;
for `n = 0` the formula gives the single node `1`. -/
noncomputable def node (n k : ℕ) : ℝ := Real.cos (k * Real.pi / n)

/-- The three-term recurrence of the Chebyshev polynomials, for natural degrees. -/
theorem T_step (n : ℕ) : Chebyshev.T ℝ ((n + 2 : ℕ) : ℤ) =
    C 2 * X * Chebyshev.T ℝ ((n + 1 : ℕ) : ℤ) - Chebyshev.T ℝ (n : ℤ) := by
  have hC : (C (2 : ℝ) : ℝ[X]) = 2 := map_ofNat C 2
  rw [hC]
  push_cast
  exact Chebyshev.T_add_two ℝ n

/-- The Chebyshev polynomial `T_n` has degree at most `n`. -/
theorem natDegree_T_le : ∀ n : ℕ, (Chebyshev.T ℝ n).natDegree ≤ n
  | 0 => by simp
  | 1 => by simp
  | n + 2 => by
    have h1 := natDegree_T_le (n + 1)
    have h0 := natDegree_T_le n
    rw [T_step]
    refine (natDegree_sub_le _ _).trans (max_le ?_ (by omega))
    have h2 : (C (2 : ℝ) * X).natDegree ≤ 1 := (natDegree_C_mul_X (2 : ℝ) two_ne_zero).le
    exact natDegree_mul_le.trans (by omega)

/-- On the interval `[-1, 1]` the Chebyshev polynomial is a cosine: `T_n(cos θ) = cos(n θ)`. -/
theorem eval_T_cos (θ : ℝ) : ∀ n : ℕ,
    (Chebyshev.T ℝ n).eval (Real.cos θ) = Real.cos (n * θ)
  | 0 => by simp
  | 1 => by simp
  | n + 2 => by
    have e2 : ((n + 2 : ℕ) : ℝ) * θ = ((n + 1 : ℕ) : ℝ) * θ + θ := by push_cast; ring
    have e0 : (n : ℝ) * θ = ((n + 1 : ℕ) : ℝ) * θ - θ := by push_cast; ring
    rw [T_step, eval_sub, eval_mul, eval_mul, eval_C, eval_X,
      eval_T_cos θ (n + 1), eval_T_cos θ n, e2, e0, Real.cos_add, Real.cos_sub]
    ring

/-- The extremal nodes `node n k` are strictly decreasing in the index `k` for `0 ≤ k ≤ n`. -/
theorem node_lt {n i j : ℕ} (hji : j < i) (hi : i ≤ n) : node n i < node n j := by
  have hn : (0 : ℝ) < n := by exact_mod_cast (by omega : 0 < n)
  have hi' : (i : ℝ) ≤ n := by exact_mod_cast hi
  have hji' : (j : ℝ) < i := by exact_mod_cast hji
  apply Real.cos_lt_cos_of_nonneg_of_le_pi
  · positivity
  · rw [div_le_iff₀ hn]
    nlinarith [Real.pi_pos]
  · exact div_lt_div_of_pos_right (mul_lt_mul_of_pos_right hji' Real.pi_pos) hn
```

The remaining code is arranged by the conditions it needs. The counter-examples that accompany them are argued in the text only.

## The energy is not inside the window: y ≥ 1, or r ≤ |E − c|

Physically, the wanted level is separated from the unwanted interval or sits at its edge. By hand, this condition fixes the signs of the L_i. In `basis_sign` the factor (−1)^i is written as a product with one factor −1 for each j < i. It is then merged with the Lagrange product, and each combined factor is shown to be nonnegative.

Inside the window the bound can fail. For n = 1 the constant filter p = 1 has |p(E)| = 1, which exceeds T_1(|E − c|/r) = |E − c|/r whenever |E − c| < r.

```lean
/-- To the right of `[-1, 1]` the Lagrange basis polynomials on the extremal nodes
alternate in sign: the `i`-th one has the sign `(-1)^i` or vanishes. -/
theorem basis_sign {n i : ℕ} (hi : i ≤ n) {y : ℝ} (hy : 1 ≤ y) :
    0 ≤ (-1) ^ i * (Lagrange.basis (Finset.range (n + 1)) (node n) i).eval y := by
  -- exactly `i` of the denominators are negative
  have hf : ((Finset.range (n + 1)).erase i).filter (fun j => j < i) = Finset.range i := by
    ext j
    simp only [Finset.mem_filter, Finset.mem_erase, Finset.mem_range]
    omega
  have hs : ∏ j ∈ (Finset.range (n + 1)).erase i, (if j < i then (-1 : ℝ) else 1)
      = (-1) ^ i := by
    rw [← Finset.prod_filter, hf, Finset.prod_const, Finset.card_range]
  rw [← hs, Lagrange.basis, eval_prod, ← Finset.prod_mul_distrib]
  refine Finset.prod_nonneg fun j hj => ?_
  rw [Finset.mem_erase, Finset.mem_range] at hj
  have hyj : 0 ≤ y - node n j := by
    have := Real.cos_le_one (j * Real.pi / n)
    unfold node
    linarith
  simp only [Lagrange.basisDivisor, eval_mul, eval_C, eval_sub, eval_X]
  rcases lt_or_gt_of_ne hj.1 with h | h
  · have h1 := node_lt h hi
    have h2 : (node n i - node n j)⁻¹ ≤ 0 := inv_nonpos.2 (by linarith)
    rw [if_pos h]
    nlinarith [mul_nonneg (neg_nonneg.2 h2) hyj]
  · have h1 := node_lt h (by omega : j ≤ n)
    rw [if_neg (by omega), one_mul]
    exact mul_nonneg (inv_nonneg.2 (by linarith)) hyj
```

## The degree is at most n

The degree measures cost: a filter of degree n can be applied with n multiplications by H. By hand, the condition allows p to be recovered from n + 1 values. In Lean a filter is a real polynomial `p : ℝ[X]` with `p.natDegree ≤ n`, so lower degrees and the zero polynomial are included. The lemma `interpolation` checks that the nodes are distinct and then evaluates Mathlib's interpolation formula at y.

One extra degree is enough to break the bound: T_{n+1} is bounded by 1 on [−1, 1], and T_{n+1}(y) > T_n(y) for every y > 1.

```lean
/-- A polynomial of degree at most `n` is recovered from its values at the `n + 1`
extremal nodes. -/
theorem interpolation {n : ℕ} {p : ℝ[X]} (hp : p.natDegree ≤ n) (y : ℝ) :
    p.eval y = ∑ i ∈ Finset.range (n + 1), p.eval (node n i) *
      (Lagrange.basis (Finset.range (n + 1)) (node n) i).eval y := by
  have hinj : Set.InjOn (node n) (Finset.range (n + 1) : Set ℕ) := by
    intro i hi j hj hij
    rw [Finset.mem_coe, Finset.mem_range] at hi hj
    by_contra hne
    rcases lt_or_gt_of_ne hne with h | h
    · exact (node_lt h (by omega)).ne' hij
    · exact (node_lt h (by omega)).ne hij
  have hdeg : p.degree < (Finset.range (n + 1)).card := by
    rw [Finset.card_range]
    exact lt_of_le_of_lt degree_le_natDegree (by exact_mod_cast Nat.lt_succ_of_le hp)
  have h := congrArg (eval y) (Lagrange.eq_interpolate hinj hdeg)
  simpa only [Lagrange.interpolate_apply, eval_finsetSum, eval_mul, eval_C] using h
```

## The filter is bounded on the window

The number M is the largest factor in modulus by which the filter may multiply an unwanted component. By hand, the bound enters once, in the term-by-term estimate, and only at the nodes. `growth_of_nodes` therefore assumes only `|p.eval (node n k)| ≤ M` for k ≤ n. It expands both p and T_n by `interpolation`, applies the triangle inequality, and compares the terms using `basis_sign` and the alternating values of T_n. No sign condition on M is needed, since the assumed bound already forces M ≥ 0.

If the bound is missing at even one node x_i, the filter a L_i vanishes at all the others and grows without limit at any y > 1 as a increases. Likewise, a bound at the unwanted eigenvalues alone is weaker than a bound on the whole window: if there are m ≤ n distinct ones, a polynomial vanishing at all of them can be scaled to any value at E.

```lean
/-- If a polynomial of degree at most `n` is bounded by `M` at the `n + 1` extremal nodes,
then it is bounded by `M T_n(y)` at every `y ≥ 1`. -/
theorem growth_of_nodes {n : ℕ} {p : ℝ[X]} (hp : p.natDegree ≤ n) {M : ℝ}
    (hb : ∀ k ≤ n, |p.eval (node n k)| ≤ M) {y : ℝ} (hy : 1 ≤ y) :
    |p.eval y| ≤ M * (Chebyshev.T ℝ n).eval y := by
  rw [interpolation hp y, interpolation (natDegree_T_le n) y, Finset.mul_sum]
  refine (Finset.abs_sum_le_sum_abs _ _).trans (Finset.sum_le_sum fun i hi => ?_)
  have hi' : i ≤ n := by
    rw [Finset.mem_range] at hi
    omega
  -- `T_n` alternates between `1` and `-1` on the nodes
  have hT : (Chebyshev.T ℝ n).eval (node n i) = (-1) ^ i := by
    unfold node
    rw [eval_T_cos]
    rcases Nat.eq_zero_or_pos n with h0 | h0
    · have hi0 : i = 0 := by omega
      simp [h0, hi0]
    · have hn : (n : ℝ) ≠ 0 := by exact_mod_cast h0.ne'
      have e : (n : ℝ) * (i * Real.pi / n) = i * Real.pi := by field_simp
      rw [e, Real.cos_nat_mul_pi]
  have hs := basis_sign hi' hy
  have ha : |(Lagrange.basis (Finset.range (n + 1)) (node n) i).eval y| =
      (-1) ^ i * (Lagrange.basis (Finset.range (n + 1)) (node n) i).eval y := by
    rw [← abs_of_nonneg hs, abs_mul, abs_pow, abs_neg, abs_one, one_pow, one_mul]
  rw [hT, abs_mul, ha]
  exact mul_le_mul_of_nonneg_right (hb i hi') hs
```

With M = 1 and the bound assumed on all of [−1, 1], this becomes the classical statement, because every node is a cosine and lies in that interval.

```lean
/-- Extremal growth: a real polynomial of degree at most `n` that is bounded by `1` on
`[-1, 1]` is bounded by `T_n(y)` at every `y ≥ 1`. -/
theorem chebyshev_growth {n : ℕ} {p : ℝ[X]} (hp : p.natDegree ≤ n)
    (hb : ∀ x ∈ Set.Icc (-1 : ℝ) 1, |p.eval x| ≤ 1) {y : ℝ} (hy : 1 ≤ y) :
    |p.eval y| ≤ (Chebyshev.T ℝ n).eval y := by
  have h := growth_of_nodes hp
    (fun k _ => hb (node n k) ⟨Real.neg_one_le_cos _, Real.cos_le_one _⟩) hy
  rwa [one_mul] at h
```

## The window has positive half-width

The condition r > 0 says that the unwanted spectrum is enclosed in an interval and not in a single point. By hand, it permits the rescaling to [−1, 1]. In `window_growth` the sign `s` treats energies above and below the window together, and `p.comp (C (s * r) * X + C c)` is the rescaled filter q. Composition with a linear polynomial does not raise the degree bound.

At r = 0 a filter is constrained only at c. For n ≥ 1 and E ≠ c, the filters 1 + a(x − c) then take arbitrarily large values at E, so no finite bound can hold.

```lean
/-- A filter of degree at most `n`, bounded by `M` on the spectral window of centre `c` and
half-width `r > 0`, is bounded by `M T_n(|E - c| / r)` at any energy `E` not inside the window. -/
theorem window_growth {n : ℕ} {p : ℝ[X]} (hp : p.natDegree ≤ n) {c r E M : ℝ} (hr : 0 < r)
    (hb : ∀ x, |x - c| ≤ r → |p.eval x| ≤ M) (hE : r ≤ |E - c|) :
    |p.eval E| ≤ M * (Chebyshev.T ℝ n).eval (|E - c| / r) := by
  -- `s` records on which side of the window `E` lies
  obtain ⟨s, hs, hsE⟩ : ∃ s : ℝ, |s| = 1 ∧ s * |E - c| = E - c := by
    rcases abs_cases (E - c) with ⟨h, _⟩ | ⟨h, _⟩
    · exact ⟨1, by simp, by rw [h]; ring⟩
    · exact ⟨-1, by simp, by rw [h]; ring⟩
  have hq : (p.comp (C (s * r) * X + C c)).natDegree ≤ n := by
    have h := Nat.mul_le_mul hp (natDegree_linear_le (a := s * r) (b := c))
    rw [mul_one] at h
    exact natDegree_comp_le.trans h
  have hev : ∀ t, (p.comp (C (s * r) * X + C c)).eval t = p.eval (s * r * t + c) := by
    intro t
    simp only [eval_comp, eval_add, eval_mul, eval_C, eval_X]
  have h := growth_of_nodes hq (M := M) (fun k _ => by
    rw [hev]
    apply hb
    rw [add_sub_cancel_right, abs_mul, abs_mul, hs, one_mul, abs_of_pos hr]
    exact mul_le_of_le_one_right hr.le (Real.abs_cos_le_one _)) ((one_le_div hr).2 hE)
  have e : s * r * (|E - c| / r) = s * |E - c| := by field_simp
  rwa [hev, e, hsE, sub_add_cancel] at h
```

The bound is attained. `optimal_amplification` states, through `IsGreatest`, that T_n(|E − c|/r) belongs to the set of achievable values |p(E)| and is an upper bound for it. One maximising filter is

p(x) = T_n(s(x − c)/r), with s = ±1 and s(E − c) = |E − c|.

On the window its argument lies in [−1, 1], where the cosine formula gives |p| ≤ 1. At E it equals T_n(|E − c|/r), which is nonnegative because `chebyshev_growth`, applied to T_n itself, bounds |T_n| by T_n there. The upper bound is `window_growth` with M = 1.

```lean
/-- Optimality: for a window of centre `c` and half-width `r > 0` and an energy `E` not inside
it, `T_n(|E - c| / r)` is the greatest value of `|p(E)|` among the filters `p` of degree at
most `n` that are bounded by `1` on the window. -/
theorem optimal_amplification (n : ℕ) {c r E : ℝ} (hr : 0 < r) (hE : r ≤ |E - c|) :
    IsGreatest {g : ℝ | ∃ p : ℝ[X], p.natDegree ≤ n ∧
      (∀ x, |x - c| ≤ r → |p.eval x| ≤ 1) ∧ g = |p.eval E|}
      ((Chebyshev.T ℝ n).eval (|E - c| / r)) := by
  have hT : ∀ x : ℝ, |x| ≤ 1 → |(Chebyshev.T ℝ n).eval x| ≤ 1 := by
    intro x hx
    rw [← Real.cos_arccos (abs_le.1 hx).1 (abs_le.1 hx).2, eval_T_cos]
    exact Real.abs_cos_le_one _
  constructor
  · obtain ⟨s, hs, hsE⟩ : ∃ s : ℝ, |s| = 1 ∧ s * (E - c) = |E - c| := by
      rcases abs_cases (E - c) with ⟨h, _⟩ | ⟨h, _⟩
      · exact ⟨1, by simp, by rw [h]; ring⟩
      · exact ⟨-1, by simp, by rw [h]; ring⟩
    -- the shifted and scaled Chebyshev polynomial attains the bound
    have hev : ∀ x, ((Chebyshev.T ℝ n).comp (C (s / r) * X + C (-(s / r * c)))).eval x
        = (Chebyshev.T ℝ n).eval (s * (x - c) / r) := by
      intro x
      simp only [eval_comp, eval_add, eval_mul, eval_C, eval_X]
      congr 1
      ring
    refine ⟨(Chebyshev.T ℝ n).comp (C (s / r) * X + C (-(s / r * c))), ?_, ?_, ?_⟩
    · have h := Nat.mul_le_mul (natDegree_T_le n)
        (natDegree_linear_le (a := s / r) (b := -(s / r * c)))
      rw [mul_one] at h
      exact natDegree_comp_le.trans h
    · intro x hx
      rw [hev]
      apply hT
      rw [abs_div, abs_mul, hs, one_mul, abs_of_pos hr]
      exact (div_le_one hr).2 hx
    · have h := chebyshev_growth (natDegree_T_le n)
        (fun x hx => hT x (abs_le.2 hx)) ((one_le_div hr).2 hE)
      rw [hev, hsE, abs_of_nonneg ((abs_nonneg _).trans h)]
  · rintro g ⟨p, hp, hb, rfl⟩
    have h := window_growth hp hr hb hE
    rwa [one_mul] at h
```

For example, take the window [1, 5] and E = 0, so that c = 3, r = 2 and y = |E − c|/r = 1.5. For n = 2 the rescaled nodes are 1, 0, −1, and

L_0(y) = y(y + 1)/2 = 1.875,
L_1(y) = −(y − 1)(y + 1) = −1.25,
L_2(y) = y(y − 1)/2 = 0.375.

The signs alternate, and the moduli add up to 3.5 = 2y² − 1 = T_2(y). The filter ((x − 3)/2)², also bounded by 1 on the window, reaches only 2.25 at E = 0.

## The vector is an eigenvector

The last theorem assumes H v = E v with E real. By hand, H^k v = E^k v for every k, so p(H)v = p(E)v and

‖p(H)v‖ = |p(E)| ‖v‖ ≤ M T_n(|E − c|/r) ‖v‖.

For a normalised v the right side is M T_n(|E − c|/r). In Lean, `aeval H (p.map Complex.ofRealHom) v` is p(H)v, with the real coefficients of p read as complex numbers. The proof treats v = 0 separately, replaces p(H) by the number p(E) on the eigenvector, and applies `window_growth`.

`H : Module.End ℂ V` is a linear operator defined on all of a complex normed space. Neither self-adjointness nor finite dimension is assumed, but a Hamiltonian defined only on a dense domain does not fit this type directly.

If H is not self-adjoint, a vector with (H − E)²v = 0 need not be an eigenvector, and the bound can then fail. If Hv = Ev + a w and Hw = Ew with w ≠ 0, then p(H)v = p(E)v + a p′(E)w, whose norm grows without limit with a when p′(E) ≠ 0.

```lean
/-- If `H v = E v` with `E` real and not inside the window of centre `c` and half-width `r > 0`,
a real filter `p` of degree at most `n` bounded by `M` on the window gives
`‖p(H) v‖ ≤ M T_n(|E - c| / r) ‖v‖`. -/
theorem filtered_eigenvector_norm_le {V : Type*} [NormedAddCommGroup V] [NormedSpace ℂ V]
    (H : Module.End ℂ V) {v : V} {n : ℕ} {p : ℝ[X]} (hp : p.natDegree ≤ n)
    {c r E M : ℝ} (hv : H v = (E : ℂ) • v) (hr : 0 < r)
    (hb : ∀ x, |x - c| ≤ r → |p.eval x| ≤ M) (hE : r ≤ |E - c|) :
    ‖aeval H (p.map Complex.ofRealHom) v‖ ≤
      M * (Chebyshev.T ℝ n).eval (|E - c| / r) * ‖v‖ := by
  by_cases h0 : v = 0
  · simp [h0]
  -- on an eigenvector the filter acts as the number `p(E)`
  have hvec : H.HasEigenvector (E : ℂ) v := ⟨Module.End.mem_eigenspace_iff.2 hv, h0⟩
  have he : (p.map Complex.ofRealHom).eval (E : ℂ) = ((p.eval E : ℝ) : ℂ) := by
    rw [eval_map]
    exact eval₂_at_apply Complex.ofRealHom E
  rw [Module.End.aeval_apply_of_hasEigenvector hvec, he, norm_smul, Complex.norm_real,
    Real.norm_eq_abs]
  exact mul_le_mul_of_nonneg_right (window_growth hp hr hb hE) (norm_nonneg v)

end ChebyshevExtremalGrowth
```

```lean
#print axioms ChebyshevExtremalGrowth.window_growth
#print axioms ChebyshevExtremalGrowth.optimal_amplification
#print axioms ChebyshevExtremalGrowth.filtered_eigenvector_norm_le
```

```
'ChebyshevExtremalGrowth.window_growth' depends on axioms: [propext, Classical.choice, Quot.sound]
'ChebyshevExtremalGrowth.optimal_amplification' depends on axioms: [propext, Classical.choice, Quot.sound]
'ChebyshevExtremalGrowth.filtered_eigenvector_norm_le' depends on axioms: [propext, Classical.choice, Quot.sound]
```
